# Second moments of a density under an invertible linear scaling of coordinates

Space is modelled here as the set of functions `ι → ℝ`, where `ι` is any finite set of axis labels, so a point \(x\) is a list of real coordinates \(x_i\). A density is any real function \(n\) on this space, with no sign condition. Integrability of \(n\) and finiteness of its second moments are stated as hypotheses in the theorems that need them.

```lean
import Mathlib

open MeasureTheory Matrix

namespace CoordinateScalingMoments

noncomputable section

variable {ι : Type*} [Fintype ι]
```

This loads Mathlib and fixes the label set `ι`.

```lean
/-- The matrix of second moments of a density `n`, with entries `∫ x_i x_j n(x) dx`. -/
def moment (n : (ι → ℝ) → ℝ) : Matrix ι ι ℝ :=
  Matrix.of fun i j => ∫ x : ι → ℝ, x i * x j * n x
```

The moment matrix is \(M_{ij}=\int x_i x_j\,n(x)\,dx\), taken about the origin and not divided by \(\int n\). It is the covariance matrix when \(n\) is a probability density with mean zero, but in general the two differ.

```lean
/-- For an integrable density, if the second moments along the axes are finite, so are the mixed
second moments. -/
theorem integrable_mixed_moment {n : (ι → ℝ) → ℝ} (hn : Integrable n)
    (h2 : ∀ i, Integrable fun x : ι → ℝ => x i ^ 2 * n x) (i j : ι) :
    Integrable fun x : ι → ℝ => x i * x j * n x := by
  refine Integrable.mono' ((h2 i).norm.add (h2 j).norm)
    (((continuous_apply i).mul (continuous_apply j)).aestronglyMeasurable.mul
      hn.aestronglyMeasurable) (Filter.Eventually.of_forall fun x => ?_)
  change ‖x i * x j * n x‖ ≤ ‖x i ^ 2 * n x‖ + ‖x j ^ 2 * n x‖
  simp only [Real.norm_eq_abs, abs_mul, abs_pow]
  -- the elementary bound |a b| ≤ a² + b²
  have h : |x i| * |x j| ≤ |x i| ^ 2 + |x j| ^ 2 := by
    nlinarith [sq_nonneg (|x i| - |x j|), sq_nonneg |x i|, sq_nonneg |x j|]
  calc |x i| * |x j| * |n x| ≤ (|x i| ^ 2 + |x j| ^ 2) * |n x| :=
        mul_le_mul_of_nonneg_right h (abs_nonneg _)
    _ = |x i| ^ 2 * |n x| + |x j| ^ 2 * |n x| := by ring
```

The theorem lists its hypotheses in brackets; the colon after these brackets introduces the claim, and `:=` introduces the proof. Here `hn` says that \(n\) is integrable, and `h2` that each \(x_i^2 n\) is. The claim is that each \(x_i x_j n\) is integrable too. By hand, \((|x_i|-|x_j|)^2\ge 0\) gives \(2|x_i x_j|\le x_i^2+x_j^2\), hence

\[ |x_i x_j n|\le |x_i^2 n|+|x_j^2 n| . \]

`nlinarith` proves the elementary inequality, and `Integrable.mono'` is the comparison test.

## Changing variables

```lean
variable [DecidableEq ι]

/-- The density `|det A| n(A x)` obtained from `n` by the linear coordinate scaling `A`. -/
def scaled (A : Matrix ι ι ℝ) (n : (ι → ℝ) → ℝ) (x : ι → ℝ) : ℝ :=
  |A.det| * n (A *ᵥ x)
```

For a matrix \(A\), the scaled density is \(n_A(x)=|\det A|\,n(Ax)\); `*ᵥ` is matrix times vector. With \(A=\lambda 1\), \(\lambda>0\), in three dimensions, this is \(\lambda^3 n(\lambda \mathbf r)\), the uniform scaling of density functional theory. The main results below concern the density's integral and second moments, not its energy.

```lean
variable {A : Matrix ι ι ℝ}

/-- Applying an invertible coordinate change and then its inverse restores the point. -/
theorem inv_mulVec_cancel (hA : A.det ≠ 0) (x : ι → ℝ) : A⁻¹ *ᵥ (A *ᵥ x) = x := by
  rw [Matrix.mulVec_mulVec, Matrix.nonsing_inv_mul _ hA.isUnit, Matrix.one_mulVec]
```

The hypothesis `hA` says \(\det A\neq 0\). Write \(B=A^{-1}\); then \(B(Ax)=x\).

```lean
/-- An invertible linear coordinate change is a measurable embedding, and it carries the volume
to the volume divided by `|det A|`. -/
theorem volume_scaling (hA : A.det ≠ 0) :
    MeasurableEmbedding (fun x : ι → ℝ => A *ᵥ x) ∧
      Measure.map (fun x : ι → ℝ => A *ᵥ x) volume
        = ENNReal.ofReal |A.det⁻¹| • (volume : Measure (ι → ℝ)) := by
  constructor
  · have hc : Continuous (fun x : ι → ℝ => A *ᵥ x) :=
      continuous_const.matrix_mulVec continuous_id
    exact hc.measurableEmbedding
      (Function.LeftInverse.injective (g := fun y => A⁻¹ *ᵥ y) (inv_mulVec_cancel hA))
  · have e : (fun x : ι → ℝ => A *ᵥ x) = ⇑(Matrix.toLin' A) := by
      funext x
      rw [Matrix.toLin'_apply]
    rw [e]
    exact Real.map_matrix_volume_pi_eq_smul_volume_pi hA
```

The map \(x\mapsto Ax\) is continuous and, by the previous lemma, one-to-one, which makes it a measurable embedding. The second part is the Jacobian rule: with \(y=Ax\), \(dx=dy/|\det A|\).

```lean
/-- The integral of `f` against the scaled density is the integral of `f(A⁻¹ y)` against the
original density. -/
theorem integral_mul_scaled (hA : A.det ≠ 0) (f n : (ι → ℝ) → ℝ) :
    (∫ x, f x * scaled A n x) = ∫ y, f (A⁻¹ *ᵥ y) * n y := by
  obtain ⟨hemb, hmap⟩ := volume_scaling hA
  have h : (∫ y, f (A⁻¹ *ᵥ y) * n y ∂(Measure.map (fun x : ι → ℝ => A *ᵥ x) volume))
      = ∫ x, f (A⁻¹ *ᵥ (A *ᵥ x)) * n (A *ᵥ x) :=
    hemb.integral_map (fun y => f (A⁻¹ *ᵥ y) * n y)
  rw [hmap, integral_smul_measure, ENNReal.toReal_ofReal (abs_nonneg _), smul_eq_mul] at h
  simp only [inv_mulVec_cancel hA] at h
  have e : (fun x => f x * scaled A n x) = fun x => |A.det| * (f x * n (A *ᵥ x)) := by
    funext x
    unfold scaled
    ring
  -- the prefactor of the density cancels the Jacobian
  rw [e, integral_const_mul, ← h, ← mul_assoc, abs_inv,
    mul_inv_cancel₀ (abs_ne_zero.mpr hA), one_mul]
```

Substituting \(y=Ax\), for any function \(f\),

\[ \int f(x)\,|\det A|\,n(Ax)\,dx=|\det A|\int f(By)\,n(y)\,\frac{dy}{|\det A|}=\int f(By)\,n(y)\,dy . \]

The final `rw` performs this cancellation. No integrability is assumed, because Lean assigns the value 0 to the integral of a non-integrable function, and the two sides fail to be integrable together.

```lean
/-- If `f(A⁻¹ y)` is integrable against the original density, then `f` is integrable against the
scaled density. -/
theorem integrable_mul_scaled (hA : A.det ≠ 0) (f n : (ι → ℝ) → ℝ)
    (h : Integrable fun y => f (A⁻¹ *ᵥ y) * n y) :
    Integrable fun x => f x * scaled A n x := by
  obtain ⟨hemb, hmap⟩ := volume_scaling hA
  have h1 : Integrable (fun y => f (A⁻¹ *ᵥ y) * n y)
      (Measure.map (fun x : ι → ℝ => A *ᵥ x) volume) := by
    rw [hmap]
    exact h.smul_measure ENNReal.ofReal_ne_top
  have h2 := (hemb.integrable_map_iff.1 h1).const_mul |A.det|
  have e : (fun x => f x * scaled A n x)
      = fun x => |A.det| * (f (A⁻¹ *ᵥ (A *ᵥ x)) * n (A *ᵥ x)) := by
    funext x
    rw [inv_mulVec_cancel hA]
    unfold scaled
    ring
  rw [e]
  exact h2
```

The same substitution transfers integrability: if \(f(By)\,n(y)\) is integrable, so is \(f(x)\,n_A(x)\).

## The moment law

```lean
/-- Scaling an integrable density with finite second moments by an invertible `A` keeps it
integrable with finite second moments, preserves its integral, and turns its moment matrix `M`
into `A⁻¹ M (A⁻¹)ᵀ`. -/
theorem scaled_density_moments (hA : A.det ≠ 0) {n : (ι → ℝ) → ℝ} (hn : Integrable n)
    (h2 : ∀ i, Integrable fun x : ι → ℝ => x i ^ 2 * n x) :
    Integrable (scaled A n) ∧
      (∀ i, Integrable fun x : ι → ℝ => x i ^ 2 * scaled A n x) ∧
      (∫ x, scaled A n x) = (∫ x, n x) ∧
      moment (scaled A n) = A⁻¹ * moment n * (A⁻¹)ᵀ := by
  -- products of transformed coordinates are combinations of the original ones
  have expand : ∀ (i j : ι) (y : ι → ℝ), (A⁻¹ *ᵥ y) i * (A⁻¹ *ᵥ y) j * n y
      = ∑ k, ∑ l, A⁻¹ i k * A⁻¹ j l * (y k * y l * n y) := by
    intro i j y
    simp only [Matrix.mulVec, dotProduct]
    rw [Finset.sum_mul_sum, Finset.sum_mul]
    refine Finset.sum_congr rfl fun k _ => ?_
    rw [Finset.sum_mul]
    exact Finset.sum_congr rfl fun l _ => by ring
  have hterm : ∀ i j k l : ι,
      Integrable fun y : ι → ℝ => A⁻¹ i k * A⁻¹ j l * (y k * y l * n y) :=
    fun i j k l => (integrable_mixed_moment hn h2 k l).const_mul _
  refine ⟨?_, ?_, ?_, ?_⟩
  · simpa using integrable_mul_scaled hA (fun _ => 1) n (by simpa using hn)
  · intro i
    have h := integrable_mul_scaled hA (fun x => x i * x i) n (by
      simp only [expand]
      exact MeasureTheory.integrable_finsetSum _ fun k _ =>
        MeasureTheory.integrable_finsetSum _ fun l _ => hterm i i k l)
    simpa only [pow_two] using h
  · simpa using integral_mul_scaled hA (fun _ => 1) n
  · ext i j
    have h := integral_mul_scaled hA (fun x => x i * x j) n
    simp only [expand] at h
    rw [MeasureTheory.integral_finsetSum _ fun k _ =>
      MeasureTheory.integrable_finsetSum _ fun l _ => hterm i j k l] at h
    calc moment (scaled A n) i j
        = ∑ k, ∫ y : ι → ℝ, ∑ l, A⁻¹ i k * A⁻¹ j l * (y k * y l * n y) := h
      _ = ∑ k, ∑ l, A⁻¹ i k * A⁻¹ j l * moment n k l := by
          refine Finset.sum_congr rfl fun k _ => ?_
          rw [MeasureTheory.integral_finsetSum _ fun l _ => hterm i j k l]
          exact Finset.sum_congr rfl fun l _ => integral_const_mul _ _
      _ = (A⁻¹ * moment n * (A⁻¹)ᵀ) i j := by
          simp only [Matrix.mul_apply, Matrix.transpose_apply, Finset.sum_mul]
          rw [Finset.sum_comm]
          exact Finset.sum_congr rfl fun l _ => Finset.sum_congr rfl fun k _ => by ring
```

The four claims joined by `∧` are that \(n_A\) is integrable, that its second moments are finite, that \(\int n_A=\int n\), and that its moment matrix is \(BMB^T\).

Taking \(f=1\) gives the first and third. For the others, take \(f(x)=x_i x_j\) and expand, as `expand` does:

\[ (By)_i(By)_j=\sum_{k,l}B_{ik}B_{jl}\,y_k y_l . \]

Each term times \(n\) is integrable by the mixed-moment bound (`hterm`), so the finite sum is integrable, which for \(i=j\) gives the second claim. Integrating term by term,

\[ \int x_i x_j\,n_A\,dx=\sum_{k,l}B_{ik}M_{kl}B_{jl}=(BMB^T)_{ij}. \]

The slip to watch for is writing \(AMA^T\). The matrix inside the argument of \(n\) is \(A\), but the moments transform with its inverse: in \(d\) dimensions, \(\lambda^d n(\lambda x)\) with \(\lambda>1\) is a narrower density than \(n\), and its second moments are those of \(n\) multiplied by \(\lambda^{-2}\).

## Three special cases

```lean
/-- For an integrable density with finite second moments, scaling each axis by its own nonzero
factor `s_i` divides the moment `M_ij` by `s_i s_j`. -/
theorem moment_axis_scaling {s : ι → ℝ} (hs : ∀ i, s i ≠ 0) {n : (ι → ℝ) → ℝ}
    (hn : Integrable n) (h2 : ∀ i, Integrable fun x : ι → ℝ => x i ^ 2 * n x) (i j : ι) :
    moment (scaled (Matrix.diagonal s) n) i j = moment n i j / (s i * s j) := by
  have hd : (Matrix.diagonal s).det ≠ 0 := by
    rw [Matrix.det_diagonal]
    exact Finset.prod_ne_zero_iff.mpr fun i _ => hs i
  have hinv : (Matrix.diagonal s)⁻¹ = Matrix.diagonal fun i => (s i)⁻¹ := by
    apply Matrix.inv_eq_right_inv
    rw [Matrix.diagonal_mul_diagonal]
    simp only [mul_inv_cancel₀ (hs _), Matrix.diagonal_one]
  rw [(scaled_density_moments hd hn h2).2.2.2, hinv, Matrix.diagonal_transpose,
    Matrix.mul_diagonal, Matrix.diagonal_mul, div_eq_mul_inv, mul_inv]
  ring
```

For \(A=\mathrm{diag}(s_i)\) with all \(s_i\neq0\), \(B=\mathrm{diag}(1/s_i)\), so the new entry is \(M_{ij}/(s_i s_j)\).

```lean
/-- For an integrable density with finite second moments, an orthogonal change of coordinates
preserves the trace of the moment matrix. -/
theorem trace_moment_orthogonal {R : Matrix ι ι ℝ} (hR : R * Rᵀ = 1) {n : (ι → ℝ) → ℝ}
    (hn : Integrable n) (h2 : ∀ i, Integrable fun x : ι → ℝ => x i ^ 2 * n x) :
    (moment (scaled R n)).trace = (moment n).trace := by
  have hd : R.det ≠ 0 := (Matrix.isUnit_det_of_right_inverse hR).ne_zero
  rw [(scaled_density_moments hd hn h2).2.2.2, Matrix.inv_eq_right_inv hR,
    Matrix.transpose_transpose, Matrix.trace_mul_comm, ← Matrix.mul_assoc, hR, Matrix.one_mul]
```

If \(RR^T=1\), then \(R^{-1}=R^T\), and cyclicity of the trace gives

\[ \operatorname{tr}(R^TMR)=\operatorname{tr}(RR^TM)=\operatorname{tr}M . \]

The trace is \(\int |x|^2 n\), so rotations and reflections preserve it.

```lean
/-- Scaling an integrable density with finite second moments by an invertible `C` gives a density
whose moment matrix is the identity exactly when the original moment matrix is `C Cᵀ`. -/
theorem moment_scaled_eq_one_iff {C : Matrix ι ι ℝ} (hC : C.det ≠ 0) {n : (ι → ℝ) → ℝ}
    (hn : Integrable n) (h2 : ∀ i, Integrable fun x : ι → ℝ => x i ^ 2 * n x) :
    moment (scaled C n) = 1 ↔ moment n = C * Cᵀ := by
  have r : C * C⁻¹ = 1 := Matrix.mul_nonsing_inv _ hC.isUnit
  have l : C⁻¹ * C = 1 := Matrix.nonsing_inv_mul _ hC.isUnit
  have rt : (C⁻¹)ᵀ * Cᵀ = 1 := by rw [← Matrix.transpose_mul, r, Matrix.transpose_one]
  have lt : Cᵀ * (C⁻¹)ᵀ = 1 := by rw [← Matrix.transpose_mul, l, Matrix.transpose_one]
  rw [(scaled_density_moments hC hn h2).2.2.2]
  constructor
  · intro h
    calc moment n = (C * C⁻¹) * moment n * ((C⁻¹)ᵀ * Cᵀ) := by
          rw [r, rt, Matrix.one_mul, Matrix.mul_one]
      _ = C * (C⁻¹ * moment n * (C⁻¹)ᵀ) * Cᵀ := by simp only [Matrix.mul_assoc]
      _ = C * Cᵀ := by rw [h, Matrix.mul_one]
  · intro h
    calc C⁻¹ * moment n * (C⁻¹)ᵀ = (C⁻¹ * C) * (Cᵀ * (C⁻¹)ᵀ) := by
          rw [h]
          simp only [Matrix.mul_assoc]
      _ = 1 := by rw [l, lt, Matrix.one_mul]

end

end CoordinateScalingMoments
```

For invertible \(C\), the scaled moment matrix is \(C^{-1}M(C^{-1})^T\). If it equals 1, multiplying by \(C\) on the left and \(C^T\) on the right gives \(M=CC^T\). Conversely, inserting \(M=CC^T\) gives \(C^{-1}CC^T(C^{-1})^T=1\). The two `calc` blocks are these two directions.

In a numerical calculation with a positive definite \(M\), a Cholesky factorisation supplies such a \(C\). Code that evaluates the scaled density at \(x\) then calls the original one at \(Cx\) and multiplies by \(|\det C|\); if it moves sample points instead, it applies \(C^{-1}\) to them.

```lean
#print axioms CoordinateScalingMoments.scaled_density_moments
#print axioms CoordinateScalingMoments.moment_axis_scaling
#print axioms CoordinateScalingMoments.trace_moment_orthogonal
#print axioms CoordinateScalingMoments.moment_scaled_eq_one_iff
```

```
'CoordinateScalingMoments.scaled_density_moments' depends on axioms: [propext, Classical.choice, Quot.sound]
'CoordinateScalingMoments.moment_axis_scaling' depends on axioms: [propext, Classical.choice, Quot.sound]
'CoordinateScalingMoments.trace_moment_orthogonal' depends on axioms: [propext, Classical.choice, Quot.sound]
'CoordinateScalingMoments.moment_scaled_eq_one_iff' depends on axioms: [propext, Classical.choice, Quot.sound]
```
